# On a square-lattice torus of odd length $L$ and even length $M$, the Ising antiferromagnet with coupling $J$ per nearest-neighbour bond has minimum energy $-2J+2J/L$ per site

Q: I anneal a binary alloy with equal numbers of both species in a periodic Monte Carlo cell and compare the lowest energy found with the ordered state, $-2J$ per site. What should that reference be if one side of the cell is odd?

A: For a square lattice with only a nearest-neighbour coupling $J>0$, odd length $L$ and even length $M$, it is $-2J+2J/L$. Let $s(x,y)=\pm1$ label the two species, and let

$$E=J\sum_{x,y}s(x,y)\,[s(x+1,y)+s(x,y+1)],$$

with periodic indices. A bond contributes $-J$ between unlike spins and $+J$ between like ones. With $P_1$ and $P_2$ the numbers of parallel bonds along $x$ and $y$,

$$E=-2JLM+2J(P_1+P_2).$$

Around one row, the product of all $s(x+1,y)s(x,y)$ is $1$, since each spin enters twice. If every bond were antiparallel, it would be $(-1)^L=-1$. So each row has a parallel bond, $P_1\ge M$, and $E\ge-2JLM+2JM$.

The pattern $(-1)^{x+y}$, with $0\le x<L$ and $0\le y<M$, attains this. Its only parallel bonds join $x=L-1$ to $x=0$, one per row; the columns close properly because $M$ is even. Dividing by $LM$ gives the energy per site.

Q: Try it on a cell I can draw.

A: Take $L=3$, $M=2$, $J=1$, with rows $+-+$ and $-+-$. Each row's bonds sum to $-1-1+1=-1$, and the six vertical terms give $-6$. So $E=-8$, against $-2JLM=-12$ with every bond antiparallel: an excess of $4/6=2/3=2J/L$ per site. At $M=2$ the sum counts each vertical pair twice, as the formula for $E$ prescribes.

Q: Does the code describe this same model?

A: Yes. `ZMod L` and `ZMod M` supply the periodic coordinates, `ℤˣ` contains just $1$ and $-1$, and `NeZero` excludes length $0$, for which `ZMod 0` would be the infinite set of all integers. `energy` is the sum above, while `rowWalls` and `colWalls` collect the parallel bonds counted by $P_1$ and $P_2$.

In Lean 4 with Mathlib:

```lean
import Mathlib

open Finset

namespace AntiphaseBoundary

noncomputable section

variable {L M : ℕ} [NeZero L] [NeZero M]

/-- The energy `J ∑ s(r) (s(r+e₁) + s(r+e₂))` of a spin configuration on the `L × M` torus. -/
def energy (J : ℝ) (s : ZMod L → ZMod M → ℤˣ) : ℝ :=
  J * ∑ r : ZMod L × ZMod M, ((s r.1 r.2 : ℤ) : ℝ) *
    (((s (r.1 + 1) r.2 : ℤ) : ℝ) + ((s r.1 (r.2 + 1) : ℤ) : ℝ))

/-- The sites whose bond in the direction `e₁` joins equal spins. -/
def rowWalls (s : ZMod L → ZMod M → ℤˣ) : Finset (ZMod L × ZMod M) :=
  univ.filter fun r => s (r.1 + 1) r.2 = s r.1 r.2

/-- The sites whose bond in the direction `e₂` joins equal spins. -/
def colWalls (s : ZMod L → ZMod M → ℤˣ) : Finset (ZMod L × ZMod M) :=
  univ.filter fun r => s r.1 (r.2 + 1) = s r.1 r.2

/-- The alternating spin pattern `(-1)^x` on a ring, with `x` counted from `0` to `n - 1`. -/
def stagger {n : ℕ} (x : ZMod n) : ℤˣ := (-1) ^ x.val

/-- The checkerboard pattern `(-1)^(x+y)`, wrapped onto the torus. -/
def checkerboard (x : ZMod L) (y : ZMod M) : ℤˣ := stagger x * stagger y
```

Q: And "minimum" means a true minimum, not just a bound?

A: `min_energy_odd` says that the value is `IsLeast` in the range of `energy`: some configuration has it and none lies lower. All configurations compete, with no fixed composition and no field. The pattern that attains the minimum alternates along every column of even length $M$, so it has equal numbers of both species, and the value is also the minimum when the composition is fixed at one half. The constant $J$ stands for an effective pair interaction favouring unlike neighbours; its value is an input. Longer-range couplings, lattice relaxation and temperature are absent. The theorem also admits $L=1$, where each site is its own horizontal neighbour and the minimum is $0$.

Q: How does the proof count bonds?

A: `energy_eq_walls` checks the four spin pairs and sums over sites. `odd_ring_frustrated` is the product argument: shifting the index leaves the product of spins unchanged.

```lean
/-- Two Ising spins differ exactly when one is the reverse of the other. -/
theorem spin_ne_iff (a b : ℤˣ) : a ≠ b ↔ a = -b := by
  rcases Int.units_eq_one_or a with rfl | rfl <;>
    rcases Int.units_eq_one_or b with rfl | rfl <;> decide

/-- The energy is `-2JLM` plus `2J` for every bond that joins equal spins. -/
theorem energy_eq_walls (J : ℝ) (s : ZMod L → ZMod M → ℤˣ) :
    energy J s = -2 * J * L * M + 2 * J * ((rowWalls s).card + (colWalls s).card) := by
  have bond : ∀ a b : ℤˣ, ((a : ℤ) : ℝ) * ((b : ℤ) : ℝ)
      = -1 + 2 * (if b = a then (1 : ℝ) else 0) := by
    intro a b
    have h1 : (-1 : ℤˣ) ≠ 1 := by decide
    rcases Int.units_eq_one_or a with rfl | rfl <;>
      rcases Int.units_eq_one_or b with rfl | rfl <;> norm_num [h1, h1.symm]
  have key : ∀ r : ZMod L × ZMod M, ((s r.1 r.2 : ℤ) : ℝ) *
      (((s (r.1 + 1) r.2 : ℤ) : ℝ) + ((s r.1 (r.2 + 1) : ℤ) : ℝ))
      = -2 + 2 * (if s (r.1 + 1) r.2 = s r.1 r.2 then (1 : ℝ) else 0)
        + 2 * (if s r.1 (r.2 + 1) = s r.1 r.2 then (1 : ℝ) else 0) := by
    intro r
    rw [mul_add, bond, bond]
    ring
  have hc : ∑ _r : ZMod L × ZMod M, (-2 : ℝ) = -2 * L * M := by
    rw [sum_const, card_univ, Fintype.card_prod, ZMod.card, ZMod.card, nsmul_eq_mul]
    push_cast
    ring
  unfold energy rowWalls colWalls
  rw [sum_congr rfl (fun r _ => key r), sum_add_distrib, sum_add_distrib, ← mul_sum,
    ← mul_sum, sum_boole, sum_boole, hc]
  ring

/-- On a ring with an odd number of sites some pair of neighbouring spins is parallel. -/
theorem odd_ring_frustrated (hL : Odd L) (s : ZMod L → ℤˣ) : ∃ x, s (x + 1) = s x := by
  by_contra hno
  have h : ∀ x, s (x + 1) = -s x := fun x =>
    (spin_ne_iff _ _).1 fun hx => hno ⟨x, hx⟩
  -- each spin enters two bonds, so the product of all bonds is one
  have h1 : ∏ x, s (x + 1) * s x = 1 := by
    have h2 : ∏ x, s (x + 1) = ∏ x, s x := Equiv.prod_comp (Equiv.addRight (1 : ZMod L)) s
    rw [prod_mul_distrib, h2, Int.units_mul_self]
  have h3 : ∀ x, s (x + 1) * s x = -1 := fun x => by
    rw [h, neg_mul, Int.units_mul_self]
  rw [prod_congr rfl (fun x _ => h3 x), prod_const, card_univ, ZMod.card,
    hL.neg_one_pow] at h1
  exact absurd h1 (by decide)
```

Choosing one parallel bond $f(y)$ in each row then gives $M$ distinct members of `rowWalls`.

```lean
omit [NeZero L] in
private theorem card_graph (f : ZMod M → ZMod L) :
    (univ.image fun y => (f y, y)).card = M := by
  rw [card_image_of_injective _ (fun a b h => (Prod.ext_iff.1 h).2), card_univ, ZMod.card]

private theorem exists_graph (hL : Odd L) (s : ZMod L → ZMod M → ℤˣ) :
    ∃ f : ZMod M → ZMod L, (univ.image fun y => (f y, y)) ⊆ rowWalls s := by
  choose f hf using fun y => odd_ring_frustrated hL (fun x => s x y)
  refine ⟨f, fun r hr => ?_⟩
  obtain ⟨y, -, rfl⟩ := mem_image.1 hr
  exact mem_filter.2 ⟨mem_univ _, hf y⟩
```

Q: Could the boundary wander from row to row at no cost?

A: No. At the minimum value, $P_1+P_2=M$ and $P_1\ge M$ force $P_2=0$ and exactly one parallel bond per row. Each row is then the reverse of the one before, so its parallel bond sits at the same $x$: $f(y+1)=f(y)$. Induction around the column makes $f$ constant, a straight antiphase boundary. The converse is a direct count.

```lean
/-- For `J > 0` and odd `L` a configuration has energy `-2JLM + 2JM` exactly when all bonds along
`e₂` are antiparallel and the parallel bonds along `e₁` form a single straight column. -/
theorem energy_eq_min_iff {J : ℝ} (hJ : 0 < J) (hL : Odd L) (s : ZMod L → ZMod M → ℤˣ) :
    energy J s = -2 * J * L * M + 2 * J * M ↔
      (∀ x y, s x (y + 1) = -s x y) ∧ ∃ x₀, ∀ x y, s (x + 1) y = s x y ↔ x = x₀ := by
  have hE := energy_eq_walls J s
  constructor
  · intro h
    obtain ⟨f, hf⟩ := exists_graph hL s
    have hle := card_le_card hf
    rw [card_graph] at hle
    have hsum : (rowWalls s).card + (colWalls s).card = M := by
      have h2 : 2 * J * (((rowWalls s).card : ℝ) + (colWalls s).card) = 2 * J * M := by
        linarith
      have h3 := mul_left_cancel₀ (by positivity : 2 * J ≠ 0) h2
      exact_mod_cast h3
    have hcol : colWalls s = ∅ := card_eq_zero.1 (by omega)
    have himg := eq_of_subset_of_card_le hf (by rw [card_graph]; omega)
    have hv : ∀ x y, s x (y + 1) = -s x y := fun x y => (spin_ne_iff _ _).1 fun hxy => by
      have hmem : (x, y) ∈ colWalls s := mem_filter.2 ⟨mem_univ _, hxy⟩
      simp [hcol] at hmem
    have hrow : ∀ x y, s (x + 1) y = s x y ↔ x = f y := by
      intro x y
      have h1 : (x, y) ∈ rowWalls s ↔ (x, y) ∈ univ.image fun y => (f y, y) := by rw [himg]
      have h2 : s (x + 1) y = s x y ↔ f y = x := by simpa [rowWalls] using h1
      exact h2.trans eq_comm
    -- antiparallel columns force the wall to sit at the same place in adjacent rows
    have hstep : ∀ y, f (y + 1) = f y := by
      intro y
      have h1 := (hrow (f (y + 1)) (y + 1)).2 rfl
      rw [hv, hv] at h1
      exact (hrow _ y).1 (neg_inj.1 h1)
    have hconst : ∀ n : ℕ, f (n : ZMod M) = f 0 := by
      intro n
      induction n with
      | zero => simp
      | succ n ih => rw [Nat.cast_succ, hstep, ih]
    refine ⟨hv, f 0, fun x y => ?_⟩
    have hy := hconst y.val
    rw [ZMod.natCast_zmod_val] at hy
    rw [hrow, hy]
  · rintro ⟨hv, x₀, hx⟩
    have hcol : colWalls s = ∅ := filter_eq_empty_iff.2 fun r _ =>
      (spin_ne_iff _ _).2 (hv r.1 r.2)
    have hrow : rowWalls s = univ.image fun y : ZMod M => (x₀, y) := by
      ext ⟨x, y⟩
      simp [rowWalls, hx, eq_comm]
    rw [hE, hcol, hrow, card_graph (fun _ => x₀), card_empty]
    push_cast
    ring
```

Q: Where does the parity of $M$ enter?

A: In attaining the bound. `val_step` separates ordinary steps from the one that wraps round; the `stagger` lemmas then show that an even ring alternates everywhere and an odd one fails only at its last site, written `-1`.

```lean
private theorem val_step (x : ZMod L) :
    (x + 1 = 0 ∧ x.val + 1 = L) ∨ (x + 1 ≠ 0 ∧ (x + 1).val = x.val + 1) := by
  have hv : (x + 1).val = (x.val + 1) % L := by
    rw [ZMod.val_add, ZMod.val_one_eq_one_mod, Nat.add_mod_mod]
  have hlt := ZMod.val_lt x
  by_cases h : x.val + 1 = L
  · exact Or.inl ⟨(ZMod.val_eq_zero _).1 (by rw [hv, h, Nat.mod_self]), h⟩
  · have h2 : (x + 1).val = x.val + 1 := by rw [hv, Nat.mod_eq_of_lt (by omega)]
    refine Or.inr ⟨fun h0 => ?_, h2⟩
    rw [h0, ZMod.val_zero] at h2
    omega

/-- On an even ring the alternating pattern reverses at every step. -/
theorem stagger_even (hL : Even L) (x : ZMod L) : stagger (x + 1) = -stagger x := by
  unfold stagger
  rcases val_step x with ⟨h0, h1⟩ | ⟨-, h2⟩
  · have ho : Odd x.val := by
      obtain ⟨k, hk⟩ := hL
      exact ⟨k - 1, by omega⟩
    rw [h0, ZMod.val_zero, pow_zero, ho.neg_one_pow, neg_neg]
  · rw [h2, pow_succ, mul_neg_one]

/-- On an odd ring the alternating pattern has its only parallel bond at the last site. -/
theorem stagger_odd (hL : Odd L) (x : ZMod L) : stagger (x + 1) = stagger x ↔ x = -1 := by
  unfold stagger
  rcases val_step x with ⟨h0, h1⟩ | ⟨h0, h2⟩
  · have he : Even x.val := by
      obtain ⟨k, hk⟩ := hL
      exact ⟨k, by omega⟩
    rw [h0, ZMod.val_zero, pow_zero, he.neg_one_pow]
    exact ⟨fun _ => eq_neg_of_add_eq_zero_left h0, fun _ => rfl⟩
  · rw [h2, pow_succ, mul_neg_one]
    exact ⟨fun h => absurd h ((spin_ne_iff _ _).2 rfl), fun h => absurd (by simp [h]) h0⟩

/-- For `J > 0`, odd `L` and even `M` the minimum energy over all spin configurations is `-2JLM +
2JM`. -/
theorem min_energy_odd {J : ℝ} (hJ : 0 < J) (hL : Odd L) (hM : Even M) :
    IsLeast (Set.range (energy (L := L) (M := M) J)) (-2 * J * L * M + 2 * J * M) := by
  constructor
  · refine ⟨checkerboard, (energy_eq_min_iff hJ hL _).2 ⟨fun x y => ?_, -1, fun x y => ?_⟩⟩
    · unfold checkerboard
      rw [stagger_even hM, mul_neg]
    · unfold checkerboard
      rw [mul_left_inj, stagger_odd hL]
  · rintro _ ⟨s, rfl⟩
    obtain ⟨f, hf⟩ := exists_graph hL s
    have hle := card_le_card hf
    rw [card_graph] at hle
    have h1 : (M : ℝ) ≤ (rowWalls s).card + (colWalls s).card := by
      exact_mod_cast hle.trans (Nat.le_add_right _ _)
    rw [energy_eq_walls]
    gcongr
```

With $M$ odd the value is wrong. For $L=M=3$, $J=1$ it would be $-18+6=-12$, but each column also needs a parallel bond, so $P_1+P_2\ge6$ and $E\ge-6$.

Q: Is $-2J$ itself a fair reference?

A: It is the minimum per site when both lengths are even, attained by the checkerboard. The last theorem takes any $E$ that is the least energy for odd $L$ and even $M$, and computes its excess per site over $-2J$.

```lean
/-- For `J > 0`, even `L` and even `M` the minimum energy is `-2JLM`, and the checkerboard has it.
-/
theorem min_energy_even {J : ℝ} (hJ : 0 < J) (hL : Even L) (hM : Even M) :
    energy J (checkerboard (L := L) (M := M)) = -2 * J * L * M ∧
      IsLeast (Set.range (energy (L := L) (M := M) J)) (-2 * J * L * M) := by
  have h : energy J (checkerboard (L := L) (M := M)) = -2 * J * L * M := by
    have h1 : rowWalls (checkerboard (L := L) (M := M)) = ∅ :=
      filter_eq_empty_iff.2 fun r _ => (spin_ne_iff _ _).2 (by
        unfold checkerboard
        rw [stagger_even hL, neg_mul])
    have h2 : colWalls (checkerboard (L := L) (M := M)) = ∅ :=
      filter_eq_empty_iff.2 fun r _ => (spin_ne_iff _ _).2 (by
        unfold checkerboard
        rw [stagger_even hM, mul_neg])
    rw [energy_eq_walls, h1, h2]
    simp
  refine ⟨h, ⟨_, h⟩, ?_⟩
  rintro _ ⟨s, rfl⟩
  rw [energy_eq_walls]
  have : 0 ≤ 2 * J * (((rowWalls s).card : ℝ) + (colWalls s).card) := by positivity
  linarith

/-- For `J > 0`, odd `L` and even `M` the minimum energy per site lies above `-2J` by `2J/L`. -/
theorem excess_per_site {J E : ℝ} (hJ : 0 < J) (hL : Odd L) (hM : Even M)
    (hE : IsLeast (Set.range (energy (L := L) (M := M) J)) E) :
    E / (L * M) - (-2 * J) = 2 * J / L := by
  have hL0 : (L : ℝ) ≠ 0 := Nat.cast_ne_zero.2 (NeZero.ne L)
  have hM0 : (M : ℝ) ≠ 0 := Nat.cast_ne_zero.2 (NeZero.ne M)
  rw [hE.unique (min_energy_odd hJ hL hM), sub_eq_iff_eq_add,
    div_eq_iff (mul_ne_zero hL0 hM0), add_mul, ← mul_assoc, div_mul_cancel₀ _ hL0]
  ring

end

end AntiphaseBoundary
```

```lean
#print axioms AntiphaseBoundary.min_energy_even
#print axioms AntiphaseBoundary.excess_per_site
```

```
'AntiphaseBoundary.min_energy_even' depends on axioms: [propext, Classical.choice, Quot.sound]
'AntiphaseBoundary.excess_per_site' depends on axioms: [propext, Classical.choice, Quot.sound]
```
